# No finite graph with a single cycle around every vertex has one vertex of degree 6 and all others of degree 5

Euler's relation allows a C22 fullerene with twelve pentagons and one hexagon, so an enumeration that trusted the face count alone would keep a place for a cage that cannot be built. The theorem `no_C22_dual` excludes its dual graph, under the hypothesis that the neighbours of every vertex induce a single cycle.

```lean
import Mathlib

namespace SingleDefectCage

variable {V : Type*} {G : SimpleGraph V}

/-- The map `c` labels the neighbours of `v` in cyclic order: they induce a single cycle
of length `n`. -/
structure IsLink (G : SimpleGraph V) (v : V) {n : ℕ} (c : ZMod n → V) : Prop where
  three_le : 3 ≤ n
  inj : Function.Injective c
  mem : ∀ x, G.Adj v x ↔ ∃ i, c i = x
  adj : ∀ i j, G.Adj (c i) (c j) ↔ j = i + 1 ∨ i = j + 1

/-- The neighbours of every vertex induce a single cycle. -/
def IsLocallyCyclic (G : SimpleGraph V) : Prop :=
  ∀ v, ∃ (n : ℕ) (c : ZMod n → V), IsLink G v c

/-- The degree of a vertex is the length of the cycle formed by its neighbours. -/
theorem IsLink.degree_eq [Fintype V] [DecidableRel G.Adj] {v : V} {n : ℕ} {c : ZMod n → V}
    (h : IsLink G v c) : G.degree v = n := by
  have : NeZero n := ⟨by have := h.three_le; omega⟩
  have e : G.neighborFinset v = Finset.univ.map ⟨c, h.inj⟩ := by
    ext x
    rw [SimpleGraph.mem_neighborFinset, h.mem]
    simp
  rw [← SimpleGraph.card_neighborFinset_eq_degree, e, Finset.card_map, Finset.card_univ,
    ZMod.card]

/-- A common neighbour of `v` and of a vertex on the cycle around `v` is one of the two
vertices next to it on that cycle. -/
theorem IsLink.next {v x : V} {n : ℕ} {c : ZMod n → V} (h : IsLink G v c) {j : ZMod n}
    (hx : G.Adj v x) (hj : G.Adj x (c j)) : x = c (j + 1) ∨ x = c (j - 1) := by
  obtain ⟨i, rfl⟩ := (h.mem x).1 hx
  rcases (h.adj i j).1 hj with e | e
  · exact Or.inr (congrArg c (by linear_combination -e))
  · exact Or.inl (congrArg c e)

/-- The cycle around a vertex may be read from any starting point and in either sense. -/
theorem IsLink.turn {v : V} {n : ℕ} {c : ZMod n → V} (h : IsLink G v c) (s ε : ZMod n)
    (hε : ε = 1 ∨ ε = -1) : IsLink G v (fun t => c (s + ε * t)) := by
  refine ⟨h.three_le, fun a b e => ?_, fun x => (h.mem x).trans ⟨?_, ?_⟩,
    fun i j => (h.adj _ _).trans ?_⟩
  · have e' := h.inj e
    rcases hε with rfl | rfl
    · linear_combination e'
    · linear_combination -e'
  · rintro ⟨i, rfl⟩
    refine ⟨ε * (i - s), congrArg c ?_⟩
    rcases hε with rfl | rfl <;> ring
  · rintro ⟨i, hi⟩
    exact ⟨_, hi⟩
  · rcases hε with rfl | rfl <;> constructor <;> rintro (e | e) <;>
      first
        | (left; linear_combination e)
        | (right; linear_combination e)

/-- A pentagon of neighbours can be labelled so that a given path of three of them
comes first. -/
theorem IsLink.startAt {v a b d : V} {c : ZMod 5 → V} (h : IsLink G v c)
    (ha : G.Adj v a) (hb : G.Adj v b) (hd : G.Adj v d) (hab : G.Adj a b) (hbd : G.Adj b d)
    (had : a ≠ d) : ∃ c' : ZMod 5 → V, IsLink G v c' ∧ c' 0 = a ∧ c' 1 = b ∧ c' 2 = d := by
  obtain ⟨j, rfl⟩ := (h.mem b).1 hb
  rcases h.next ha hab with rfl | rfl <;> rcases h.next hd hbd.symm with rfl | rfl
  · exact absurd rfl had
  · exact ⟨fun t => c (j + 1 + (-1) * t), h.turn _ _ (Or.inr rfl),
      congrArg c (by ring), congrArg c (by ring), congrArg c (by ring)⟩
  · exact ⟨fun t => c (j - 1 + 1 * t), h.turn _ _ (Or.inl rfl),
      congrArg c (by ring), congrArg c (by ring), congrArg c (by ring)⟩
  · exact absurd rfl had

/-- If every vertex other than `v` is surrounded by a pentagon, the cycle around `v` has
length five. -/
theorem IsLink.length_eq_five {v : V} {n : ℕ} {u : ZMod n → V} (hu : IsLink G v u)
    (h5 : ∀ x, x ≠ v → ∃ c : ZMod 5 → V, IsLink G x c) : n = 5 := by
  have h3 := hu.three_le
  have h2 : ∀ i, u (i - 1) ≠ u (i + 1) := by
    intro i e
    have e1 := hu.inj e
    have e2 : ((2 : ℕ) : ZMod n) = 0 := by push_cast; linear_combination -e1
    have := Nat.le_of_dvd (by norm_num) ((CharP.cast_eq_zero_iff (ZMod n) n 2).1 e2)
    omega
  have hvu : ∀ i, G.Adj v (u i) := fun i => (hu.mem _).2 ⟨i, rfl⟩
  have huu : ∀ i, G.Adj (u i) (u (i + 1)) := fun i => (hu.adj _ _).2 (Or.inl rfl)
  -- the pentagon around each `u i`; its label 3 is the second-ring vertex `w i`
  have key : ∀ i, ∃ p : ZMod 5 → V,
      IsLink G (u i) p ∧ p 0 = u (i - 1) ∧ p 1 = v ∧ p 2 = u (i + 1) := by
    intro i
    obtain ⟨c, hc⟩ := h5 (u i) (hvu i).ne'
    exact hc.startAt ((hu.adj i (i - 1)).2 (Or.inr (by ring))) (hvu i).symm (huu i)
      (hvu (i - 1)).symm (hvu _) (h2 i)
  choose p hp p0 p1 p2 using key
  have hy : ∀ i, p (i + 1) 4 = p i 3 := by
    intro i
    have a1 := ((hp (i + 1)).adj 0 4).2 (by decide)
    rw [p0, add_sub_cancel_right] at a1
    have a2 : G.Adj (p (i + 1) 4) (p i 2) := by
      rw [p2]; exact (((hp (i + 1)).mem _).2 ⟨4, rfl⟩).symm
    rcases (hp i).next a1 a2 with e | e
    · exact e.trans (congrArg (p i) (by decide : (2 + 1 : ZMod 5) = 3))
    · have e' := e.trans (congrArg (p i) (by decide : (2 - 1 : ZMod 5) = 1))
      exact absurd ((hp (i + 1)).inj (e'.trans ((p1 i).trans (p1 (i + 1)).symm))) (by decide)
  have wu : ∀ i, G.Adj (p i 3) (u i) := fun i => (((hp i).mem _).2 ⟨3, rfl⟩).symm
  have wu' : ∀ i, G.Adj (p i 3) (u (i + 1)) := by
    intro i
    rw [← p2 i]; exact ((hp i).adj 3 2).2 (by decide)
  have ww : ∀ i, G.Adj (p i 3) (p (i + 1) 3) := by
    intro i
    rw [← hy i]; exact ((hp (i + 1)).adj 4 3).2 (by decide)
  have wv : ∀ i, ¬ G.Adj v (p i 3) := by
    intro i e
    rw [← p1 i] at e
    exact absurd (((hp i).adj 1 3).1 e) (by decide)
  have wne : ∀ i, p i 3 ≠ v := fun i e =>
    absurd ((hp i).inj (e.trans (p1 i).symm)) (by decide)
  -- the pentagon around each second-ring vertex; its label 4 is the vertex beyond
  have key2 : ∀ i, ∃ q : ZMod 5 → V, IsLink G (p (i + 1) 3) q ∧ q 0 = p i 3 ∧
      q 1 = u (i + 1) ∧ q 2 = u (i + 1 + 1) ∧ q 3 = p (i + 1 + 1) 3 := by
    intro i
    obtain ⟨c, hc⟩ := h5 _ (wne (i + 1))
    obtain ⟨q, hq, q0, q1, q2⟩ := hc.startAt (ww i).symm (wu (i + 1)) (wu' (i + 1)) (wu' i)
      (huu (i + 1)) (by
        rw [← hy i, ← p2 (i + 1)]; exact (hp (i + 1)).inj.ne (by decide))
    refine ⟨q, hq, q0, q1, q2, ?_⟩
    have a2 : G.Adj (p (i + 1 + 1) 3) (q 2) := by rw [q2]; exact wu (i + 1 + 1)
    rcases hq.next (ww (i + 1)) a2 with e | e
    · exact (e.trans (congrArg q (by decide : (2 + 1 : ZMod 5) = 3))).symm
    · have e' := (e.trans (congrArg q (by decide : (2 - 1 : ZMod 5) = 1))).trans q1
      have e0 : p (i + 1 + 1) 0 = u (i + 1) := by rw [p0, add_sub_cancel_right]
      exact absurd ((hp (i + 1 + 1)).inj (e'.trans e0.symm)) (by decide)
  choose q hq q0 q1 q2 q3 using key2
  -- all these outer vertices coincide
  have zz : ∀ i, q (i + 1) 4 = q i 4 := by
    intro i
    have a1 := ((hq (i + 1)).adj 0 4).2 (by decide)
    rw [q0] at a1
    have a2 : G.Adj (q (i + 1) 4) (q i 3) := by
      rw [q3]; exact (((hq (i + 1)).mem _).2 ⟨4, rfl⟩).symm
    rcases (hq i).next a1 a2 with e | e
    · exact e.trans (congrArg (q i) (by decide : (3 + 1 : ZMod 5) = 4))
    · have e' := e.trans (congrArg (q i) (by decide : (3 - 1 : ZMod 5) = 2))
      exact absurd ((hq (i + 1)).inj (e'.trans ((q2 i).trans (q1 (i + 1)).symm))) (by decide)
  have zc : ∀ k : ℕ, q (k : ZMod n) 4 = q 0 4 := by
    intro k
    induction k with
    | zero => rw [Nat.cast_zero]
    | succ k ih => rw [Nat.cast_succ, zz, ih]
  have zw : ∀ k : ℕ, G.Adj (q 0 4) (p (k : ZMod n) 3) := by
    intro k
    rw [← zc k, ← q0 (k : ZMod n)]
    exact ((hq k).adj 4 0).2 (by decide)
  have zne : q 0 4 ≠ v := by
    intro e
    have a := zw 0
    rw [e] at a
    exact wv _ a
  have nw : ∀ k : ℕ, G.Adj (p (k : ZMod n) 3) (p ((k + 1 : ℕ) : ZMod n) 3) := by
    intro k
    rw [Nat.cast_succ]; exact ww k
  have nd : ∀ k : ℕ, p (k : ZMod n) 3 ≠ p ((k + 1 + 1 : ℕ) : ZMod n) 3 := by
    intro k
    rw [Nat.cast_succ, Nat.cast_succ, ← q0 (k : ZMod n), ← q3 (k : ZMod n)]
    exact (hq k).inj.ne (by decide)
  -- the second ring winds round the pentagon of the outer vertex without turning back
  obtain ⟨c, hc⟩ := h5 _ zne
  obtain ⟨r, hr, r0, r1, -⟩ := hc.startAt (zw 0) (zw 1) (zw 2) (nw 0) (nw 1) (nd 0)
  have wind : ∀ k : ℕ, p (k : ZMod n) 3 = r (k : ZMod 5) ∧
      p ((k + 1 : ℕ) : ZMod n) 3 = r ((k + 1 : ℕ) : ZMod 5) := by
    intro k
    induction k with
    | zero => exact ⟨by simpa using r0.symm, by simpa using r1.symm⟩
    | succ k ih =>
      refine ⟨ih.2, ?_⟩
      have a2 : G.Adj (p ((k + 1 + 1 : ℕ) : ZMod n) 3) (r ((k + 1 : ℕ) : ZMod 5)) := by
        rw [← ih.2]; exact (nw (k + 1)).symm
      rcases hr.next (zw (k + 1 + 1)) a2 with e | e
      · exact e.trans (congrArg r (Nat.cast_succ (k + 1)).symm)
      · have ek : ((k + 1 : ℕ) : ZMod 5) - 1 = (k : ZMod 5) := by simp
        rw [ek] at e
        exact absurd (ih.1.trans e.symm) (nd k)
  have h5n : 5 ∣ n := by
    have e := (wind n).1
    have e0 := (wind 0).1
    rw [CharP.cast_eq_zero (ZMod n) n] at e
    simp only [Nat.cast_zero] at e0
    exact (CharP.cast_eq_zero_iff (ZMod 5) 5 n).1 (hr.inj (e.symm.trans e0))
  -- after five steps the second ring repeats, so the first ring must close as well
  have e6 : p ((6 : ℕ) : ZMod n) 3 = p (0 + 1) 3 := by
    have b := (wind 1).1
    rw [Nat.cast_one (R := ZMod n)] at b
    rw [zero_add, (wind 6).1, b]
    exact congrArg r (by decide)
  have a6 : G.Adj (p (0 + 1) 3) (u ((6 : ℕ) : ZMod n)) := by rw [← e6]; exact wu _
  obtain ⟨t, ht⟩ := ((hq 0).mem _).1 a6
  have all : ∀ t : ZMod 5, t = 0 ∨ t = 1 ∨ t = 2 ∨ t = 3 ∨ t = 4 := by decide
  rcases all t with rfl | rfl | rfl | rfl | rfl
  · exact absurd (by rw [← q0 0, ht]; exact hvu _) (wv 0)
  · have e := hu.inj ((q1 0).symm.trans ht)
    have e5 : ((5 : ℕ) : ZMod n) = 0 := by
      push_cast at e ⊢; linear_combination -e
    exact Nat.dvd_antisymm ((CharP.cast_eq_zero_iff (ZMod n) n 5).1 e5) h5n
  · have e := hu.inj ((q2 0).symm.trans ht)
    have e4 : ((4 : ℕ) : ZMod n) = 0 := by
      push_cast at e ⊢; linear_combination -e
    have := Nat.le_of_dvd (by norm_num) ((CharP.cast_eq_zero_iff (ZMod n) n 4).1 e4)
    omega
  · exact absurd (by rw [← q3 0, ht]; exact hvu _) (wv (0 + 1 + 1))
  · have a : G.Adj (q 0 4) v := by rw [ht]; exact (hvu _).symm
    obtain ⟨s, hs⟩ := (hr.mem _).1 a
    have b := (wind s.val).1
    rw [ZMod.natCast_zmod_val, hs] at b
    exact absurd b (wne _)

/-- In a finite graph whose vertices are all surrounded by single cycles, if every vertex
other than `v` has degree 5, then so has `v`. -/
theorem degree_eq_five_of_others [Fintype V] [DecidableRel G.Adj] (hG : IsLocallyCyclic G)
    (v : V) (h : ∀ x, x ≠ v → G.degree x = 5) : G.degree v = 5 := by
  obtain ⟨n, u, hu⟩ := hG v
  rw [hu.degree_eq]
  refine hu.length_eq_five fun x hx => ?_
  obtain ⟨m, c, hc⟩ := hG x
  have e : m = 5 := hc.degree_eq.symm.trans (h x hx)
  subst e
  exact ⟨c, hc⟩

/-- No finite graph whose vertices are all surrounded by single cycles has one vertex of degree 6
and all others of degree 5. -/
theorem no_C22_dual [Fintype V] [DecidableRel G.Adj] (hG : IsLocallyCyclic G) :
    ¬ ∃ v, G.degree v = 6 ∧ ∀ x, x ≠ v → G.degree x = 5 := by
  rintro ⟨v, h6, h⟩
  have := degree_eq_five_of_others hG v h
  omega

/-- Directed relation that generates the edges of the capped antiprism: cap to ring, along a ring,
and from the lower ring (`false`) to the upper ring (`true`). -/
def capRel (m : ℕ) : Option (ZMod m) × Bool → Option (ZMod m) × Bool → Bool
  | (none, a), (some _, b) => a == b
  | (some i, a), (some j, b) =>
      if a = b then decide (j = i + 1) else !a && (decide (j = i) || decide (j = i + 1))
  | _, _ => false

/-- For `m ≥ 3`, the antiprism on two `m`-rings, labelled `false` and `true`, with a separate cap
vertex `(none, a)` joined to every vertex of ring `a`. -/
def cappedAntiprism (m : ℕ) : SimpleGraph (Option (ZMod m) × Bool) :=
  SimpleGraph.fromRel fun x y => capRel m x y = true

instance (m : ℕ) : DecidableRel (cappedAntiprism m).Adj := fun x y =>
  inferInstanceAs (Decidable (x ≠ y ∧ (capRel m x y = true ∨ capRel m y x = true)))

/-- For `m ≥ 3`, the five neighbours of a ring vertex of the capped antiprism, in cyclic order. -/
def ringLink (m : ℕ) (i : ZMod m) (a : Bool) : ZMod 5 → Option (ZMod m) × Bool := fun t =>
  (![(none, a), (some (i + 1), a), (some (if a then i else i + 1), !a),
    (some (if a then i - 1 else i), !a), (some (i - 1), a)] : Fin 5 → _) t

/-- In the capped pentagonal and hexagonal antiprisms the neighbours of every vertex induce
a single cycle. -/
theorem cappedAntiprism_locallyCyclic {m : ℕ} (hm : m = 5 ∨ m = 6) :
    IsLocallyCyclic (cappedAntiprism m) := by
  rcases hm with rfl | rfl
  · rintro ⟨_ | i, a⟩
    · exact ⟨5, fun i => (some i, a), ⟨by norm_num, by revert a; decide +kernel,
        by revert a; decide +kernel, by revert a; decide +kernel⟩⟩
    · exact ⟨5, ringLink 5 i a, ⟨by norm_num, by revert i a; decide +kernel,
        by revert i a; decide +kernel, by revert i a; decide +kernel⟩⟩
  · rintro ⟨_ | i, a⟩
    · exact ⟨6, fun i => (some i, a), ⟨by norm_num, by revert a; decide +kernel,
        by revert a; decide +kernel, by revert a; decide +kernel⟩⟩
    · exact ⟨5, ringLink 6 i a, ⟨by norm_num, by revert i a; decide +kernel,
        by revert i a; decide +kernel, by revert i a; decide +kernel⟩⟩

/-- The capped pentagonal antiprism has single cycles around all vertices, and every vertex has
degree 5; the capped hexagonal one also has single cycles around all vertices, with degree 6 at its
two caps and 5 elsewhere. -/
theorem cappedAntiprism_witness :
    (IsLocallyCyclic (cappedAntiprism 5) ∧ ∀ x, (cappedAntiprism 5).degree x = 5) ∧
    (IsLocallyCyclic (cappedAntiprism 6) ∧
      ∀ x, (cappedAntiprism 6).degree x = if x.1 = none then 6 else 5) :=
  ⟨⟨cappedAntiprism_locallyCyclic (Or.inl rfl), by decide +kernel⟩,
    ⟨cappedAntiprism_locallyCyclic (Or.inr rfl), by decide +kernel⟩⟩

end SingleDefectCage
```

```lean
#print axioms SingleDefectCage.degree_eq_five_of_others
#print axioms SingleDefectCage.no_C22_dual
```

```
'SingleDefectCage.degree_eq_five_of_others' depends on axioms: [propext, Classical.choice, Quot.sound]
'SingleDefectCage.no_C22_dual' depends on axioms: [propext, Classical.choice, Quot.sound]
```

## Faces as vertices

In the dual picture a vertex of the graph $G$ is a face of the cage, and two vertices are adjacent when the faces share a bond. The degree of a vertex is the ring size of the face: 5 for a pentagon, 6 for a hexagon. A carbon atom, where three faces meet, becomes a triangle.

`IsLink G v c` says that $c$ labels the neighbours of $v$ by $\mathbb{Z}/n$, with $n\ge 3$, without repetition, and that two of them are adjacent exactly when their labels differ by one. `IsLocallyCyclic G` asks for such a labelling at every vertex. Physically, the faces around a given face form one closed belt, and two of them share a bond only if they are consecutive in it. This is assumed; the passage from a carbon skeleton to a graph with this property is not part of the file. `IsLink.degree_eq` identifies $n$ with Mathlib's degree.

`degree_eq_five_of_others` states that if $G$ is finite and locally cyclic, and every vertex other than $v$ has degree 5, then $v$ has degree 5 as well. `no_C22_dual` is the case where $v$ would have degree 6. Neither planarity nor connectedness is assumed, and the number of vertices is not fixed.

The result concerns connectivity only: it removes a candidate from the starting structures for an electronic-structure calculation when all rings are pentagons or hexagons, and says nothing about 22-atom carbon cages with other ring sizes.

## Two rings and a far vertex

Let $u_i$, with $i\in\mathbb{Z}/n$, be the neighbours of $v$ in cyclic order. Every vertex except $v$ has a pentagonal link. One observation is used throughout: if $x$ is adjacent both to a vertex and to a member of that vertex's link, then $x$ stands next to that member in the link. This is `IsLink.next`. With `IsLink.turn`, which rotates or reflects a labelling, it gives `IsLink.startAt`: a pentagonal link can be labelled so that a given path of three neighbours comes first.

**The second ring.** The link of $u_i$ contains the path $u_{i-1}, v, u_{i+1}$, whose ends differ because $n\ge3$. Label it $p_i(0),\dots,p_i(4)$ starting with that path, and put $w_i=p_i(3)$. The vertex $p_{i+1}(4)$ is adjacent to both $u_i$ and $u_{i+1}$, so in the link of $u_i$ it is next to $u_{i+1}$: it is $w_i$ or $v$. It is not $v$, which is $p_{i+1}(1)$. Hence $p_{i+1}(4)=w_i$ (`hy`), and $w_i$ is adjacent to $u_i$, $u_{i+1}$ and $w_{i+1}$. Since labels 1 and 3 are distinct and not consecutive, $w_i$ is neither equal nor adjacent to $v$.

**The far vertex.** The link of $w_{i+1}$ contains, in order,
$$w_i,\; u_{i+1},\; u_{i+2},\; w_{i+2},$$
and one more vertex $z_i$. In Lean these are `q i 0` to `q i 4`, and `key2` establishes the first four: $w_i, u_{i+1}, u_{i+2}$ is a path of neighbours of $w_{i+1}$, whose ends differ because they are labels 4 and 2 around $u_{i+1}$. The vertex $w_{i+2}$ is adjacent to $u_{i+2}$, so it is next to $u_{i+2}$ in this link, and it is not $u_{i+1}$, which is $p_{i+2}(0)$ while $w_{i+2}=p_{i+2}(3)$. Now $z_{i+1}$ is adjacent to $w_{i+1}$ and $w_{i+2}$, so in the link of $w_{i+1}$ it is next to $w_{i+2}$: it is $z_i$ or $u_{i+2}$. The latter is already $q_{i+1}(1)$, so $z_{i+1}=z_i$ (`zz`). By induction there is a single vertex $z$, adjacent to every $w_i$. It differs from $v$, which is adjacent to none of them.

**Winding.** The link of $z$ is therefore a pentagon $r_0,\dots,r_4$, labelled so that $r_0=w_0$ and $r_1=w_1$. Each step from $w_k$ to $w_{k+1}$ moves to an adjacent place on this pentagon, and $w_{k+2}\ne w_k$, so the walk never turns back. Induction (`wind`) gives
$$w_{k \bmod n}=r_{k \bmod 5}\qquad (k=0,1,2,\dots).$$
At $k=n$ this reads $r_{n\bmod 5}=w_0=r_0$, so $5\mid n$ (`h5n`).

**Closing the first ring.** What remains is to exclude $n=10,15,\dots$, where the second ring would wrap several times around the same pentagon. With indices taken modulo $n$, winding gives $w_6=w_1$. Since $w_6$ is adjacent to $u_6$, the vertex $u_6$ lies in the link of $w_1$, which is $\{w_0,u_1,u_2,w_2,z\}$. The final case split goes through these five:

- $u_6=w_0$ or $u_6=w_2$ fails, because $u_6$ is adjacent to $v$ and no $w_i$ is.
- $u_6=z$ fails, because $v$ would then be a neighbour of $z$, and all of those are $w$'s.
- $u_6=u_2$ gives $n\mid4$, contradicting $5\mid n$.
- $u_6=u_1$ gives $n\mid5$, and with $5\mid n$ this means $n=5$.

In `IsLink.length_eq_five`, `choose` turns the separate links into the families `p` and `q`, `decide` settles label arithmetic modulo 5, and `linear_combination` turns equal labels into congruences modulo $n$. The two degree theorems then follow by translating degrees into cycle lengths.

## One exception fails, two are possible

`cappedAntiprism_witness` checks two graphs by finite computation. The capped pentagonal antiprism is the icosahedron, dual to the dodecahedral C20 cage; it is locally cyclic with all degrees 5. The capped hexagonal antiprism, dual to a C24 cage, is locally cyclic with degree 6 at its two caps and 5 elsewhere.

## In a cage generator

A face-spiral program encodes a candidate as a sequence of fives and sixes and tries to wind the faces into a closed cage. For C22 there are thirteen sequences, one for each position of the single six, and a correct program rejects them all. The local hypothesis is also simple to test on an adjacency list: for each vertex, the subgraph induced on its neighbours must be non-empty and connected, with every vertex of degree 2 in it.
